# The derivative of an entry of the inverse hybridization matrix with respect to one entry of the matrix

The file calls `D` a hybridization matrix, but the theorem assumes only that it is a finite, real square matrix with nonzero determinant. With M the inverse of `D`, `hasDerivAt_inv_entry` states that the entry M_ab changes at the rate −M_ai M_jb when the single entry D_ij is varied and all others are held fixed. Formally, this is the derivative at `t = 0` of the inverse's entry after `t` has been added to D_ij. The proof differentiates the explicit formula M_ab − t M_ai M_jb / (1 + t M_ji), then carries the result over to the inverse itself, since the two agree for all `t` near 0, where the denominator is nonzero.

An attempt in Lean 4 with a fault in it:

```lean
import Mathlib

open Filter Topology

namespace HasDerivAtInvEntry

noncomputable section

variable {ι : Type*} [Fintype ι] [DecidableEq ι]

/-- The hybridization matrix with the number `t` added to its entry in row `i` and column `j`. -/
def shiftEntry (D : Matrix ι ι ℝ) (i j : ι) (t : ℝ) : Matrix ι ι ℝ :=
  Matrix.of fun a b => D a b + if a = i ∧ b = j then t else 0

/-- An invertible `D` maps column `c` of its inverse, minus `k` times column `i`, to the
same combination of unit vectors. -/
theorem row_sum (D : Matrix ι ι ℝ) (hD : D.det ≠ 0) (a c i : ι) (k : ℝ) :
    ∑ l, D a l * (D⁻¹ l c - D⁻¹ l i * k)
      = (1 : Matrix ι ι ℝ) a c - (1 : Matrix ι ι ℝ) a i * k := by
  have e : ∀ c, ∑ l, D a l * D⁻¹ l c = (1 : Matrix ι ι ℝ) a c := by
    intro c
    rw [← Matrix.mul_apply, Matrix.mul_nonsing_inv _ (isUnit_iff_ne_zero.mpr hD)]
  simp only [mul_sub, Finset.sum_sub_distrib, ← mul_assoc, ← Finset.sum_mul, e]

/-- If `D` is invertible with inverse `M` and `1 + t M_ji` is nonzero, adding `t` to `D_ij`
changes the inverse entry `M_ab` to `M_ab - t M_ai M_jb / (1 + t M_ji)`. -/
theorem inv_shiftEntry (D : Matrix ι ι ℝ) (hD : D.det ≠ 0) (i j : ι) (t : ℝ) (a b : ι)
    (hq : 1 + t * D⁻¹ j i ≠ 0) :
    (shiftEntry D i j t)⁻¹ a b
      = D⁻¹ a b - t * D⁻¹ a i * D⁻¹ j b / (1 + t * D⁻¹ j i) := by
  have hmul : shiftEntry D i j t * (Matrix.of fun a b =>
      D⁻¹ a b - D⁻¹ a i * (t * D⁻¹ j b / (1 + t * D⁻¹ j i))) = 1 := by
    ext a c
    have split : ∀ v : ι → ℝ, ∑ l, shiftEntry D i j t a l * v l
        = ∑ l, D a l * v l + (if a = i then t * v j else 0) := by
      intro v
      by_cases h : a = i <;> simp [shiftEntry, h, add_mul, Finset.sum_add_distrib]
    have hk := div_mul_cancel₀ (t * D⁻¹ j c) hq
    rw [Matrix.mul_apply]
    simp only [Matrix.of_apply]
    rw [split, row_sum D hD]
    by_cases h : a = i
    · rw [if_pos h, h, Matrix.one_apply_eq]
      linear_combination -hk
    · rw [if_neg h, Matrix.one_apply_ne h]
      ring
  rw [Matrix.inv_eq_right_inv hmul, Matrix.of_apply]
  ring

/-- For an invertible `D` with inverse `M`, the derivative of the inverse entry `M_ab` with
respect to `D_ij` is `-M_ai M_jb`. -/
theorem hasDerivAt_inv_entry (D : Matrix ι ι ℝ) (hD : D.det ≠ 0) (i j a b : ι) :
    HasDerivAt (fun t => (shiftEntry D i j t)⁻¹ a b) (-(D⁻¹ a i * D⁻¹ j b)) 0 := by
  have hnum : HasDerivAt (fun t : ℝ => t * D⁻¹ a i * D⁻¹ j b) (D⁻¹ a i * D⁻¹ j b) 0 :=
    (((hasDerivAt_id' (0 : ℝ)).mul_const (D⁻¹ a i)).mul_const
      (D⁻¹ j b)).congr_deriv (by ring)
  have hden : HasDerivAt (fun t : ℝ => 1 + t * D⁻¹ j i) (D⁻¹ j i) 0 :=
    (((hasDerivAt_id' (0 : ℝ)).mul_const (D⁻¹ j i)).const_add 1).congr_deriv (by ring)
  have h := (hnum.fun_div hden (by simp)).const_sub (D⁻¹ a b)
  -- the explicit formula holds for all sufficiently small shifts
  refine (h.congr_deriv (by simp)).congr_of_eventuallyEq ?_
  filter_upwards [hden.continuousAt.eventually_ne (by simp)] with t ht
  exact inv_shiftEntry D hD i j t a b ht

end

end HasDerivAtInvEntry
```

Messages:

```
Main.lean:62:51: error: unsolved goals
ι : Type u_1
inst✝¹ : Fintype ι
inst✝ : DecidableEq ι
D : Matrix ι ι ℝ
hD : D.det ≠ 0
i j a b : ι
hnum : HasDerivAt (fun t => t * D⁻¹ a i * D⁻¹ j b) (D⁻¹ a i * D⁻¹ j b) 0
hden : HasDerivAt (fun t => 1 + t * D⁻¹ j i) (D⁻¹ j i) 0
h :
  HasDerivAt (fun x => D⁻¹ a b - x * D⁻¹ a i * D⁻¹ j b / (1 + x * D⁻¹ j i))
    (-((D⁻¹ a i * D⁻¹ j b * (1 + 0 * D⁻¹ j i) - 0 * D⁻¹ a i * D⁻¹ j b * D⁻¹ j i) / (1 + 0 * D⁻¹ j i) ^ 2)) 0
⊢ ¬1 = ?m.225
```

The error is in the step that should show that the denominator stays nonzero near `t = 0`. `ContinuousAt.eventually_ne` says that a function continuous at a point and different from some value there also differs from that value nearby. Here the value should be 0, but nothing in the `filter_upwards` line had fixed it when `by simp` ran. `simp` reduced the denominator at `t = 0` to 1 and was left with `¬1 = ?m.225`, where `?m.225` is the value still unknown. It can't prove that 1 differs from an unspecified number.

The repair states the fact first, as `hne`, with its type written out: `1 + t * D⁻¹ j i ≠ 0` for all `t` near 0. Matching the lemma's conclusion against that type sets the unknown value to 0, so the same `by simp` now has only to prove that the denominator at `t = 0`, which is 1, is not 0. `filter_upwards` then uses `hne`, and the last line is unchanged.

The mended proof, as a diff:

```diff
@@ -60,5 +60,7 @@
   -- the explicit formula holds for all sufficiently small shifts
   refine (h.congr_deriv (by simp)).congr_of_eventuallyEq ?_
-  filter_upwards [hden.continuousAt.eventually_ne (by simp)] with t ht
+  have hne : ∀ᶠ t in 𝓝 (0 : ℝ), 1 + t * D⁻¹ j i ≠ 0 :=
+    hden.continuousAt.eventually_ne (by simp)
+  filter_upwards [hne] with t ht
   exact inv_shiftEntry D hD i j t a b ht
 
```
